# The Bloch phase exp(2πik/N) returns to one after N lattice translations

On a one-dimensional lattice of N cells with spacing a and periodic boundary conditions, the Bloch state labelled by the integer k satisfies ψ(x + a) = exp(2πik/N) ψ(x). The lemma `blochPhase_pow_card` states that the N-th power of this phase is one, for every natural number k and every nonzero natural number N. It is a statement about the complex number alone; no Hamiltonian or wave function enters it. The attempt writes the phase as the k-th power of exp(2πi/N), and means to swap the exponents k and N so that it can use the fact that exp(2πi/N) is a primitive N-th root of unity.

Lean 4 with Mathlib refuses this proof:

```lean
import Mathlib

open Finset

noncomputable section

namespace BandFormFactor

variable {E : Type*} [NormedAddCommGroup E] [InnerProductSpace ℂ E] {N : ℕ}

/-- The phase `exp(2πik/N)` acquired by the Bloch state `k` under one lattice translation. -/
def blochPhase (N k : ℕ) : ℂ :=
  Complex.exp (2 * Real.pi * Complex.I * k / N)

/-- The phase of the state `k` is the `k`-th power of the elementary phase `exp(2πi/N)`. -/
lemma blochPhase_eq_pow (N k : ℕ) :
    blochPhase N k = Complex.exp (2 * Real.pi * Complex.I / N) ^ k := by
  rw [blochPhase, ← Complex.exp_nat_mul]
  congr 1
  ring

/-- For `N ≠ 0`, the `N`-th power of every Bloch phase `exp(2πik/N)` is one. -/
lemma blochPhase_pow_card (hN : N ≠ 0) (k : ℕ) : blochPhase N k ^ N = 1 := by
  rw [blochPhase_eq_pow, ← pow_mul, mul_comm, pow_mul,
    (Complex.isPrimitiveRoot_exp N hN).pow_eq_one, one_pow]

end BandFormFactor
```

The error:

```
Main.lean:25:4: error: Tactic `rewrite` failed: Did not find an occurrence of the pattern
  Complex.exp (2 * ↑Real.pi * Complex.I / ↑N) ^ N
in the target expression
  (Complex.exp (Complex.I * (2 * ↑Real.pi) / ↑N) ^ k) ^ N = 1

N : ℕ
hN : N ≠ 0
k : ℕ
⊢ (Complex.exp (Complex.I * (2 * ↑Real.pi) / ↑N) ^ k) ^ N = 1
```

What went wrong. The message says that `rw` found no `Complex.exp (2 * ↑Real.pi * Complex.I / ↑N) ^ N` in the goal, which is the left side of the equation given by `pow_eq_one`.

After `← pow_mul` the exponent is `k * N`, and `mul_comm` was meant to turn it into `N * k`. Without arguments, however, `mul_comm` fits any product, and `rw` settled on the one inside the exponential: `2 * ↑Real.pi * Complex.I` became `Complex.I * (2 * ↑Real.pi)`. The exponent stayed `k * N`, so `pow_mul` split it back into a k-th power raised to the N-th. The goal now differs from the pattern in two ways: the argument of the exponential is reordered, and the inner power is k instead of N.

The repair writes `mul_comm k N`, which fits only the product `k * N`. The exponential is left alone, `pow_mul` gives the N-th power raised to the k-th, `pow_eq_one` turns the inner power into 1, and `one_pow` finishes the proof.

This version goes through:

```diff
@@ -22,5 +22,5 @@
 /-- For `N ≠ 0`, the `N`-th power of every Bloch phase `exp(2πik/N)` is one. -/
 lemma blochPhase_pow_card (hN : N ≠ 0) (k : ℕ) : blochPhase N k ^ N = 1 := by
-  rw [blochPhase_eq_pow, ← pow_mul, mul_comm, pow_mul,
+  rw [blochPhase_eq_pow, ← pow_mul, mul_comm k N, pow_mul,
     (Complex.isPrimitiveRoot_exp N hN).pow_eq_one, one_pow]
 
```
